# Closed form of the Slater determinant for eigenvectors of a diagonal Hamiltonian with a rank-one coupling

## An impurity in a Fermi gas

Non-interacting fermions occupy some of the levels of a finite system. An impurity is switched on, and the new orbitals are in general mixtures of the old levels. If $N$ fermions now fill $N$ of the new orbitals, what is the amplitude for finding them in $N$ given old levels?

The answer is an $N\times N$ determinant of orbital components. For an impurity that couples to a single combination of the old levels, and for new energies that differ from the old ones involved, this determinant factorises into differences of energies and coupling factors. No matrix has to be evaluated once the energies and the overlaps with that combination are known.

Let $e_i$ be the old, or bare, levels, $v_i$ the components of the combination to which the impurity couples (the form factor), and $c$ the strength of the coupling. The one-particle Hamiltonian is

$$H=\mathrm{diag}(e)+c\,vv^\dagger .$$

## The amplitude as a product

Let $H\psi_j=E_j\psi_j$ for $j=0,\dots,N-1$, and let $a_0,\dots,a_{N-1}$ be the chosen levels. Write $s_j=c\langle v,\psi_j\rangle$ with $\langle v,\psi\rangle=\sum_i\bar v_i\psi(i)$. If $E_j\neq e(a_i)$ for all $i,j$, then

$$\det\big(\psi_j(a_i)\big)=\frac{\prod_i v(a_i)\,s_i\;\prod_{i<k}\big(e(a_i)-e(a_k)\big)\big(E_k-E_i\big)}{\prod_{i,j}\big(E_j-e(a_i)\big)} .$$

Antisymmetry is visible in the numerator: exchanging two chosen levels, or two orbitals, changes the sign.

For orthonormal orbitals the determinant is the overlap between the new many-body state and the old one with the levels $a_i$ filled. The wavefunction of labelled particles carries a further factor $1/\sqrt{N!}$. Orthogonal orbitals that are not normalised require division by $\prod_j\|\psi_j\|$.

## Solving for the orbitals

Component $i$ of $H\psi=E\psi$ reads

$$e_i\psi(i)+v_i\,s=E\,\psi(i),\qquad s=c\langle v,\psi\rangle .$$

Where $E\neq e_i$, this gives

$$\psi(i)=\frac{v_i\,s}{E-e_i}.$$

Suppose that $E$ differs from every bare level. If $s=0$, all components vanish, so a non-zero orbital has $s\neq0$. Projecting the solution on $v$ gives

$$\langle v,\psi\rangle=\Big(c\sum_i\frac{|v_i|^2}{E-e_i}\Big)\langle v,\psi\rangle ,$$

and cancelling the non-zero overlap leaves the secular equation

$$c\sum_i\frac{|v_i|^2}{E-e_i}=1 .$$

Conversely, if this equation holds, take $\psi(i)=v_i/(E-e_i)$. Then $c\langle v,\psi\rangle=1$, so $\psi\neq0$, and

$$(H\psi)(i)=\frac{e_iv_i}{E-e_i}+v_i=E\,\psi(i).$$

## Evaluating the determinant

Put $x_i=e(a_i)$ and $y_j=E_j$. The entries are $\psi_j(a_i)=v(a_i)\,s_j/(y_j-x_i)$. Row $i$ has the common factor $v(a_i)$ and column $j$ the common factor $s_j$, so

$$\det\big(\psi_j(a_i)\big)=\prod_i v(a_i)\,s_i\;\det\Big(\frac1{y_j-x_i}\Big).$$

The remaining determinant is known as a Cauchy determinant. For $N=0$ it equals 1, as does its product form. For larger $N$, subtract $(y_0-x_0)/(y_0-x_i)$ times row 0 from each row $i\geq1$. The new entry is

$$\frac1{y_j-x_i}-\frac{y_0-x_0}{(y_0-x_i)(y_j-x_0)}
=\frac{x_0-x_i}{y_0-x_i}\cdot\frac{y_j-y_0}{y_j-x_0}\cdot\frac1{y_j-x_i},$$

because $(y_0-x_i)(y_j-x_0)-(y_0-x_0)(y_j-x_i)=(x_0-x_i)(y_j-y_0)$. It vanishes for $j=0$. Expanding along column 0 and extracting row and column factors gives

$$\det\Big(\frac1{y_j-x_i}\Big)=\frac1{y_0-x_0}\prod_{i\ge1}\frac{x_0-x_i}{y_0-x_i}\prod_{j\ge1}\frac{y_j-y_0}{y_j-x_0}\;\det\Big(\frac1{y_j-x_i}\Big)_{i,j\ge1}.$$

The last determinant has the same form with one row and one column fewer. Induction yields

$$\det\Big(\frac1{y_j-x_i}\Big)=\frac{\prod_{i<k}(x_i-x_k)(y_k-y_i)}{\prod_{i,j}(y_j-x_i)},$$

and hence the amplitude.

## When the amplitude vanishes

Suppose that the orbitals are non-zero, that their energies avoid all bare levels, and that $v(a_i)\neq0$ at the chosen levels. Then every $v(a_i)s_i$ is non-zero, and only the energy differences in the numerator can vanish. The amplitude is therefore non-zero exactly when the values $e(a_i)$ are distinct and the $E_j$ are distinct. With distinct $e(a_i)$ and distinct $E_j$, the overlap in this finite, non-interacting model is thus never exactly zero under these assumptions; how it scales with system size is a separate question.

For two levels with $e=(0,3)$, $v=(1,1)$ and $c=2$, the orbitals $(2,-1)$ and $(1,2)$ have energies 1 and 6. The determinant is 5. Each orbital has norm $\sqrt5$, so the normalised overlap is 1. Its modulus must be 1 for two fermions filling both levels; its sign depends on the order and the signs chosen for the orbitals.

## Levels, orbitals and amplitudes in Lean

The finite type `ι` labels the bare levels, which the comments in the code call sites. The functions `e` and `v` and the number `c` are complex; in the physical case `e` and `c` are real, which makes the Hamiltonian Hermitian. The expression `star v ⬝ᵥ ψ` is $\langle v,\psi\rangle$, conjugate-linear in `v`. For real `v` the coupling is the familiar $c\,vv^T$.

`slater ψ a` is the bare determinant, with rows labelled by chosen sites and columns by orbitals, and with neither $1/\sqrt{N!}$ nor normalisation. In `slater_eq`, the hypothesis `h` says that each `ψ j` solves the eigenvalue equation, and `hE` says that no orbital energy equals a bare level at a chosen site. The latter excludes, for example, a chosen level decoupled from the impurity and itself occupied as an orbital. Degenerate bare levels, which are common in a Fermi gas, can also violate it: combinations of them orthogonal to $v$ keep the old energy, so the formula does not apply if such an orbital is occupied and one of these levels is chosen. The map `a` is arbitrary: a repeated site makes both sides zero. The set `Finset.Ioi i` contains the indices above `i`, so the double product runs over pairs $i<k$.

`slater_ne_zero_iff` strengthens `hE` to all sites and adds the non-vanishing of the orbitals and of `v` at the chosen sites. The model replaces the potential of a real impurity by a rank-one coupling among finitely many levels, and it neglects interactions between the fermions.

```lean
import Mathlib

open Matrix

namespace SeparableSlater

variable {ι : Type*} [Fintype ι] [DecidableEq ι] {N : ℕ}

/-- The one-particle Hamiltonian `diag(e) + c v v†`: bare levels `e` with a separable
(rank-one) coupling of strength `c` and form factor `v`. -/
def hamiltonian (e v : ι → ℂ) (c : ℂ) : Matrix ι ι ℂ :=
  diagonal e + c • vecMulVec v (star v)

/-- The Slater amplitude of the orbitals `ψ` at the sites `a`, defined as the determinant of the
components `ψ j (a i)`. For orthonormal orbitals and distinct sites it is the overlap of the state
filling the orbitals with the state filling the sites. -/
def slater (ψ : Fin N → ι → ℂ) (a : Fin N → ι) : ℂ :=
  Matrix.det (Matrix.of fun i j => ψ j (a i))

/-- The Hamiltonian multiplies each component by its bare level and adds the form factor
times `c⟨v,ψ⟩`. -/
theorem hamiltonian_mulVec (e v : ι → ℂ) (c : ℂ) (ψ : ι → ℂ) (i : ι) :
    (hamiltonian e v c *ᵥ ψ) i = e i * ψ i + v i * (c * (star v ⬝ᵥ ψ)) := by
  have h : ((c • vecMulVec v (star v)) *ᵥ ψ) i = v i * (c * (star v ⬝ᵥ ψ)) := by
    simp only [Matrix.mulVec, dotProduct, Matrix.smul_apply, vecMulVec_apply, smul_eq_mul,
      Finset.mul_sum]
    exact Finset.sum_congr rfl fun _ _ => by ring
  rw [hamiltonian, Matrix.add_mulVec, Pi.add_apply, Matrix.mulVec_diagonal, h]

/-- At a site whose bare level differs from the energy `E`, an orbital of energy `E` has
the component `v_i c⟨v,ψ⟩ / (E - e_i)`. -/
theorem orbital_eq {e v : ι → ℂ} {c E : ℂ} {ψ : ι → ℂ} {i : ι} (hE : E ≠ e i)
    (h : hamiltonian e v c *ᵥ ψ = E • ψ) :
    ψ i = v i * (c * (star v ⬝ᵥ ψ)) / (E - e i) := by
  have h1 := congrFun h i
  rw [hamiltonian_mulVec, Pi.smul_apply, smul_eq_mul] at h1
  rw [eq_div_iff (sub_ne_zero.2 hE)]
  linear_combination -h1

/-- A non-zero orbital whose energy differs from every bare level has `c⟨v,ψ⟩ ≠ 0`. -/
theorem coupling_ne_zero {e v : ι → ℂ} {c E : ℂ} {ψ : ι → ℂ} (hE : ∀ i, E ≠ e i)
    (h : hamiltonian e v c *ᵥ ψ = E • ψ) (hψ : ψ ≠ 0) : c * (star v ⬝ᵥ ψ) ≠ 0 := by
  intro h0
  apply hψ
  ext i
  rw [orbital_eq (hE i) h, h0]
  simp

/-- Secular equation: a number `E` different from every bare level is an eigenvalue of the
Hamiltonian exactly when `c ∑ |v_i|² / (E - e_i) = 1`. -/
theorem secular_equation {e v : ι → ℂ} {c E : ℂ} (hE : ∀ i, E ≠ e i) :
    (∃ ψ : ι → ℂ, ψ ≠ 0 ∧ hamiltonian e v c *ᵥ ψ = E • ψ) ↔
      c * ∑ i, star (v i) * v i / (E - e i) = 1 := by
  constructor
  · rintro ⟨ψ, hψ, h⟩
    -- project the solved orbital on the form factor and cancel the overlap
    have h1 : star v ⬝ᵥ ψ =
        (c * ∑ i, star (v i) * v i / (E - e i)) * (star v ⬝ᵥ ψ) := by
      calc star v ⬝ᵥ ψ = ∑ i, star (v i) * ψ i := rfl
        _ = _ := by
          rw [Finset.mul_sum, Finset.sum_mul]
          refine Finset.sum_congr rfl fun i _ => ?_
          rw [orbital_eq (hE i) h]
          ring
    have hs := right_ne_zero_of_mul (coupling_ne_zero hE h hψ)
    exact mul_right_cancel₀ hs (by rw [one_mul]; exact h1.symm)
  · intro h
    -- the eigenvector is `v_i / (E - e_i)`
    have hs : c * (star v ⬝ᵥ fun i => v i / (E - e i)) = 1 := by
      simpa only [dotProduct, Pi.star_apply, mul_div_assoc] using h
    refine ⟨fun i => v i / (E - e i), fun h0 => ?_, ?_⟩
    · rw [h0, dotProduct_zero, mul_zero] at hs
      exact zero_ne_one hs
    · ext i
      rw [hamiltonian_mulVec, hs]
      simp only [Pi.smul_apply, smul_eq_mul]
      have h2 : v i / (E - e i) * (E - e i) = v i :=
        div_mul_cancel₀ _ (sub_ne_zero.2 (hE i))
      linear_combination -h2

/-- The determinant of the energy denominators `1/(y_j - x_i)` in product form, for levels `x`
and energies `y` with no `y_j` equal to an `x_i`. -/
theorem det_energy_denominators (x y : Fin N → ℂ) (h : ∀ i j, y j ≠ x i) :
    Matrix.det (Matrix.of fun i j => 1 / (y j - x i)) =
      (∏ i, ∏ k ∈ Finset.Ioi i, (x i - x k) * (y k - y i)) / ∏ i, ∏ j, (y j - x i) := by
  induction N with
  | zero => simp
  | succ n ih =>
    have hne : ∀ i j, y j - x i ≠ 0 := fun i j => sub_ne_zero.2 (h i j)
    let B : Matrix (Fin (n + 1)) (Fin (n + 1)) ℂ := Matrix.of fun i j => 1 / (y j - x i)
    let m : Fin (n + 1) → ℂ := fun i => if i = 0 then 0 else -((y 0 - x 0) / (y 0 - x i))
    -- subtract multiples of the first row to clear the first column below its top entry
    let A : Matrix (Fin (n + 1)) (Fin (n + 1)) ℂ := Matrix.of fun i j => B i j + m i * B 0 j
    have hdet : A.det = B.det :=
      Matrix.det_eq_of_forall_row_eq_smul_add_const m 0 (by simp [m]) (fun _ _ => rfl)
    have h00 : A 0 0 = 1 / (y 0 - x 0) := by simp [A, B, m]
    have hcol : ∀ i : Fin n, A i.succ 0 = 0 := by
      intro i
      have h1 := hne i.succ 0
      have h2 := hne 0 0
      simp only [A, B, m, Matrix.of_apply, Fin.succ_ne_zero, ↓reduceIte]
      field_simp
      ring
    -- the remaining block has the same form, up to row and column factors
    have hsub : A.submatrix (Fin.succAbove 0) Fin.succ =
        Matrix.of fun i j => ((x 0 - x i.succ) / (y 0 - x i.succ)) *
          (Matrix.of fun i j : Fin n => ((y j.succ - y 0) / (y j.succ - x 0)) *
            (Matrix.of fun i j : Fin n => 1 / (y j.succ - x i.succ)) i j) i j := by
      ext i j
      have h1 := hne i.succ 0
      have h2 := hne 0 0
      have h3 := hne 0 j.succ
      have h4 := hne i.succ j.succ
      simp only [A, B, m, Matrix.submatrix_apply, Matrix.of_apply, Fin.zero_succAbove,
        Fin.succ_ne_zero, ↓reduceIte]
      field_simp
      ring
    have hz : ∑ i : Fin n, (-1 : ℂ) ^ (i.succ : ℕ) * A i.succ 0 *
        (A.submatrix i.succ.succAbove Fin.succ).det = 0 :=
      Finset.sum_eq_zero fun i _ => by rw [hcol]; ring
    change B.det = _
    rw [← hdet, Matrix.det_succ_column_zero, Fin.sum_univ_succ, hz, h00, hsub,
      Matrix.det_mul_column, Matrix.det_mul_row,
      ih (fun i => x i.succ) (fun j => y j.succ) (fun i j => h i.succ j.succ)]
    simp only [Fin.prod_univ_succ, Fin.prod_Ioi_zero, Fin.prod_Ioi_succ,
      Finset.prod_mul_distrib, Finset.prod_div_distrib, Fin.val_zero, pow_zero]
    -- keep the first denominator as one factor
    generalize y 0 - x 0 = d
    ring

/-- Closed form of the Slater amplitude for eigenvectors of a Hamiltonian with separable
coupling, at sites whose bare levels differ from all the orbital energies. -/
theorem slater_eq {e v : ι → ℂ} {c : ℂ} {E : Fin N → ℂ} {ψ : Fin N → ι → ℂ} {a : Fin N → ι}
    (h : ∀ j, hamiltonian e v c *ᵥ ψ j = E j • ψ j) (hE : ∀ i j, E j ≠ e (a i)) :
    slater ψ a =
      (∏ i, v (a i) * (c * (star v ⬝ᵥ ψ i))) *
        (∏ i, ∏ k ∈ Finset.Ioi i, (e (a i) - e (a k)) * (E k - E i)) /
          ∏ i, ∏ j, (E j - e (a i)) := by
  -- each entry is a row factor times a column factor times an energy denominator
  have hM : (Matrix.of fun i j => ψ j (a i)) =
      Matrix.of fun i j => v (a i) *
        (Matrix.of fun i j : Fin N => (c * (star v ⬝ᵥ ψ j)) *
          (Matrix.of fun i j : Fin N => 1 / (E j - e (a i))) i j) i j := by
    ext i j
    simp only [Matrix.of_apply]
    rw [orbital_eq (hE i j) (h j)]
    ring
  rw [slater, hM, Matrix.det_mul_column, Matrix.det_mul_row,
    det_energy_denominators (fun i => e (a i)) E hE]
  simp only [Finset.prod_mul_distrib]
  ring

/-- For non-zero eigenvectors of a Hamiltonian with separable coupling, with energies off all bare
levels and a form factor that does not vanish at the chosen sites, the Slater amplitude is non-zero
exactly when the bare levels at these sites are distinct and the orbital energies are distinct. -/
theorem slater_ne_zero_iff {e v : ι → ℂ} {c : ℂ} {E : Fin N → ℂ} {ψ : Fin N → ι → ℂ}
    {a : Fin N → ι} (h : ∀ j, hamiltonian e v c *ᵥ ψ j = E j • ψ j)
    (hE : ∀ i j, E j ≠ e i) (hψ : ∀ j, ψ j ≠ 0) (hv : ∀ i, v (a i) ≠ 0) :
    slater ψ a ≠ 0 ↔ Function.Injective (fun i => e (a i)) ∧ Function.Injective E := by
  rw [slater_eq h (fun i j => hE (a i) j)]
  constructor
  · intro h0
    have hP := right_ne_zero_of_mul (div_ne_zero_iff.1 h0).1
    have hp : ∀ i k, i < k → (e (a i) - e (a k)) * (E k - E i) ≠ 0 := fun i k hik =>
      Finset.prod_ne_zero_iff.1 (Finset.prod_ne_zero_iff.1 hP i (Finset.mem_univ i)) k
        (Finset.mem_Ioi.2 hik)
    constructor
    · intro i k hik
      have hik' : e (a i) = e (a k) := hik
      by_contra hne
      rcases lt_or_gt_of_ne hne with hl | hl
      · exact hp i k hl (by rw [hik']; ring)
      · exact hp k i hl (by rw [hik']; ring)
    · intro i k hik
      by_contra hne
      rcases lt_or_gt_of_ne hne with hl | hl
      · exact hp i k hl (by rw [hik]; ring)
      · exact hp k i hl (by rw [hik]; ring)
  · rintro ⟨ha, hinj⟩
    refine div_ne_zero (mul_ne_zero ?_ ?_) ?_
    · exact Finset.prod_ne_zero_iff.2 fun i _ =>
        mul_ne_zero (hv i) (coupling_ne_zero (fun k => hE k i) (h i) (hψ i))
    · refine Finset.prod_ne_zero_iff.2 fun i _ => Finset.prod_ne_zero_iff.2 fun k hk => ?_
      have hik := Finset.mem_Ioi.1 hk
      exact mul_ne_zero (sub_ne_zero.2 fun h1 => hik.ne (ha h1))
        (sub_ne_zero.2 fun h1 => hik.ne' (hinj h1))
    · exact Finset.prod_ne_zero_iff.2 fun i _ => Finset.prod_ne_zero_iff.2 fun j _ =>
        sub_ne_zero.2 (hE (a i) j)

/-- Two sites with bare levels 0 and 3, form factor (1, 1) and strength 2 have the orbitals (2, -1)
and (1, 2), not normalised, with energies 1 and 6 that differ from both bare levels. The determinant
`slater` of these orbitals is 5. -/
theorem slater_witness :
    (∀ j : Fin 2, hamiltonian ![0, 3] ![1, 1] 2 *ᵥ (![![2, -1], ![1, 2]] : Fin 2 → Fin 2 → ℂ) j =
      (![1, 6] : Fin 2 → ℂ) j • (![![2, -1], ![1, 2]] : Fin 2 → Fin 2 → ℂ) j) ∧
    (∀ i j : Fin 2, (![1, 6] : Fin 2 → ℂ) j ≠ (![0, 3] : Fin 2 → ℂ) i) ∧
    slater (![![2, -1], ![1, 2]] : Fin 2 → Fin 2 → ℂ) id = 5 := by
  refine ⟨fun j => ?_, ?_, ?_⟩
  · ext i
    rw [hamiltonian_mulVec]
    fin_cases i <;> fin_cases j <;> simp [dotProduct, Fin.sum_univ_two] <;> norm_num
  · norm_num [Fin.forall_fin_two]
  · norm_num [slater, Matrix.det_fin_two]

end SeparableSlater
```

```lean
#print axioms SeparableSlater.secular_equation
#print axioms SeparableSlater.slater_eq
#print axioms SeparableSlater.slater_ne_zero_iff
```

```
'SeparableSlater.secular_equation' depends on axioms: [propext, Classical.choice, Quot.sound]
'SeparableSlater.slater_eq' depends on axioms: [propext, Classical.choice, Quot.sound]
'SeparableSlater.slater_ne_zero_iff' depends on axioms: [propext, Classical.choice, Quot.sound]
```

## From components to the determinant in the proof

`hamiltonian_mulVec` computes the action of $H$ on one component. `orbital_eq` takes component `i` of the eigenvalue equation with `congrFun`, clears the denominator with `eq_div_iff`, and finishes with `linear_combination`. `coupling_ne_zero` inserts $s=0$ into that solution and contradicts `ψ ≠ 0`.

The two directions of `secular_equation` are the two calculations above. The first projects the solved orbital on `v` and cancels the overlap; the second supplies the explicit eigenvector.

In `det_energy_denominators`, `B` is the matrix of energy denominators and `A` is the matrix after row elimination, with multipliers `m`. `hdet` states that elimination preserves the determinant, `hcol` that the first column is cleared below its top entry, and `hsub` that the remaining block factorises. In the last two, `field_simp` and `ring` check the rational identity. `Matrix.det_succ_column_zero` expands along the first column, and `hz` removes all terms but one. `Matrix.det_mul_column` and `Matrix.det_mul_row` then extract the row and column factors respectively, and the induction hypothesis `ih` evaluates what is left.

`slater_eq` uses `orbital_eq` to write every entry as a row factor, a column factor and an energy denominator. It extracts the factors with the same two lemmas and applies the determinant formula.

For `slater_ne_zero_iff`, a non-zero amplitude forces every factor in the numerator to be non-zero. Two equal levels or energies at different indices would make one factor vanish; `lt_or_gt_of_ne` treats both orders of the indices. In the other direction each factor is shown to be non-zero, with `coupling_ne_zero` handling the overlaps. `slater_witness` checks the two-level example component by component.
